# A sufficient condition for a fixed preconditioned step to lower the Rayleigh quotient

**Q.** In my eigensolver I take a trial vector $x$ with Rayleigh quotient $\rho$, form the residual $r=Hx-\rho x$, solve $Kw=r$ with a preconditioner $K$, and replace $x$ by $x-w$. There is no line search. What guarantees that the energy goes down?

**A.** A condition on $K$. If $H$ is symmetric, $r\neq0$, $K$ is invertible and

$$\langle w,(H-\rho)w\rangle<2\,\mathrm{Re}\langle w,Kw\rangle\quad\text{for all } w\neq0,$$

then $x-K^{-1}r$ is nonzero and its quotient is strictly below $\rho$. The left side measures the curvature along $w$ of the quadratic form $v\mapsto\langle v,(H-\rho)v\rangle$, with $\rho$ held fixed, and $K$ is your model of it. The condition says that the model must exceed half the true curvature; otherwise the step can overshoot.

**Q.** What kind of space is this about? My orbitals are complex.

**A.** The scalars `𝕜` are real or complex, and `V` is any inner-product space over them. A Hermitian matrix in an orthonormal basis is the usual case.

```lean
import Mathlib

open scoped InnerProductSpace
open Filter

namespace PreconditionedGradient

noncomputable section

variable {𝕜 V : Type*} [RCLike 𝕜] [NormedAddCommGroup V] [InnerProductSpace 𝕜 V]
```

**Q.** And the energy? I see a real part in its definition.

**A.** For symmetric $H$ the number $\langle v,Hv\rangle$ is already real, so `expect` only changes its type. I write $E(v)$ for it.

```lean
/-- The unnormalised expectation value `Re ⟨v, H v⟩` of an operator `H`, not divided by `⟨v, v⟩`. -/
def expect (H : V →ₗ[𝕜] V) (v : V) : ℝ := RCLike.re ⟪v, H v⟫_𝕜
```

The quotient is then $E(v)/\|v\|^2$.

```lean
/-- The Rayleigh quotient `Re ⟨v, H v⟩ / ⟨v, v⟩` of a nonzero vector `v`. -/
def rayleigh (H : V →ₗ[𝕜] V) (v : V) : ℝ := expect H v / ‖v‖ ^ 2
```

**Q.** I normalise my vectors. This code doesn't.

**A.** It has no need to. Multiplying $x$ by a nonzero constant leaves $\rho$ alone and multiplies both $r$ and the updated vector by that constant. For a unit vector, $\rho$ is simply $E(x)$.

```lean
/-- The eigenvalue residual `r = H x - ρ x` of a nonzero vector `x` with Rayleigh quotient `ρ`. -/
def residual (H : V →ₗ[𝕜] V) (x : V) : V := H x - (rayleigh H x : 𝕜) • x
```

In the update, `K.symm` means the inverse map $K^{-1}$, not a transpose.

```lean
/-- The fixed-step preconditioned update `x - K⁻¹ r` of a nonzero vector `x`. -/
def pstep (H : V →ₗ[𝕜] V) (K : V ≃ₗ[𝕜] V) (x : V) : V := x - K.symm (residual H x)
```

**Q.** Show me the derivation before any more code.

**A.** Take any correction $w$ and expand, using the symmetry of $H$ to combine the cross terms:

$$E(x-w)=E(x)-2\,\mathrm{Re}\langle w,Hx\rangle+E(w),$$
$$\|x-w\|^2=\|x\|^2-2\,\mathrm{Re}\langle w,x\rangle+\|w\|^2.$$

Subtract $\rho$ times the second line from the first. Since $E(x)=\rho\|x\|^2$, the terms in $x$ alone cancel, leaving

$$E(x-w)-\rho\|x-w\|^2=E(w)-\rho\|w\|^2-2\,\mathrm{Re}\langle w,r\rangle.$$

Now let $Kw=r$. Because $r\neq0$, also $w\neq0$, and the condition on $K$ makes the right side negative. The zero vector would make the left side zero, so $x-w\neq0$. Dividing by $\|x-w\|^2$ puts the new quotient below $\rho$.

**Q.** Where does that division appear in Lean?

**A.** In two short lemmas. The first recovers $E(x)=\rho\|x\|^2$ from the definition of the quotient.

```lean
variable {H : V →ₗ[𝕜] V} {x w : V} {ρ : ℝ}

/-- For a nonzero vector `x`, the unnormalised expectation value `Re ⟨x, H x⟩` is the Rayleigh
quotient times the squared norm. -/
theorem expect_eq (hx : x ≠ 0) : expect H x = rayleigh H x * ‖x‖ ^ 2 :=
  (div_mul_cancel₀ _ (pow_ne_zero 2 (norm_ne_zero_iff.mpr hx))).symm
```

The second says that a nonzero vector has quotient below $\rho$ exactly when $E-\rho\|\cdot\|^2$ is negative on it.

```lean
/-- A nonzero vector has Rayleigh quotient below `ρ` exactly when the expectation value of
`H - ρ` in it is negative. -/
theorem rayleigh_lt_iff (hx : x ≠ 0) :
    rayleigh H x < ρ ↔ expect H x - ρ * ‖x‖ ^ 2 < 0 := by
  have hpos : 0 < ‖x‖ ^ 2 := pow_pos (norm_pos_iff.mpr hx) 2
  rw [rayleigh, div_lt_iff₀ hpos]
  constructor <;> intro h <;> linarith
```

The expansion itself is `energy_balance`. There `h1` and `h2` match the cross terms, `h3` and `h4` are the two expanded lines, and `h5` splits $\mathrm{Re}\langle w,r\rangle$. The final `ring` collects everything.

```lean
/-- Energy balance: for symmetric `H` and `⟨x, H x⟩ = ρ ⟨x, x⟩`, subtracting any correction `w` from
`x` gives `H - ρ` the unnormalised expectation value `⟨w, (H - ρ) w⟩ - 2 Re ⟨w, H x - ρ x⟩`. -/
theorem energy_balance (hH : H.IsSymmetric) (hρ : expect H x = ρ * ‖x‖ ^ 2) :
    expect H (x - w) - ρ * ‖x - w‖ ^ 2 =
      expect H w - ρ * ‖w‖ ^ 2 - 2 * RCLike.re ⟪w, H x - (ρ : 𝕜) • x⟫_𝕜 := by
  -- symmetry of `H` makes the two cross terms equal
  have h1 : RCLike.re ⟪x, H w⟫_𝕜 = RCLike.re ⟪w, H x⟫_𝕜 := by
    rw [← hH x w, inner_re_symm]
  have h2 : RCLike.re ⟪x, w⟫_𝕜 = RCLike.re ⟪w, x⟫_𝕜 := by
    rw [inner_re_symm]
  have h3 : ‖x - w‖ ^ 2 = ‖x‖ ^ 2 - 2 * RCLike.re ⟪x, w⟫_𝕜 + ‖w‖ ^ 2 :=
    norm_sub_sq (𝕜 := 𝕜) x w
  have h4 : expect H (x - w) = expect H x - 2 * RCLike.re ⟪w, H x⟫_𝕜 + expect H w := by
    simp only [expect, map_sub, inner_sub_left, inner_sub_right, h1]
    ring
  have h5 : RCLike.re ⟪w, H x - (ρ : 𝕜) • x⟫_𝕜 =
      RCLike.re ⟪w, H x⟫_𝕜 - ρ * RCLike.re ⟪w, x⟫_𝕜 := by
    simp only [inner_sub_right, inner_smul_right, map_sub, RCLike.re_ofReal_mul]
  rw [h4, h3, h5, h2, hρ]
  ring
```

**Q.** Could the update vanish and still get a spurious quotient?

**A.** Lean would assign the zero vector the quotient $0/0=0$, which is why the conclusion includes $x-w\neq0$. In `correction_descends`, `hneg` is the negative balance, and inserting the zero vector into it gives $0<0$.

```lean
/-- Let `H` be symmetric and `⟨x, H x⟩ = ρ ⟨x, x⟩`. If `⟨w, (H - ρ) w⟩ < 2 Re ⟨w, H x - ρ x⟩`,
then `x - w` is nonzero and has Rayleigh quotient below `ρ`. -/
theorem correction_descends (hH : H.IsSymmetric) (hρ : expect H x = ρ * ‖x‖ ^ 2)
    (hw : expect H w - ρ * ‖w‖ ^ 2 < 2 * RCLike.re ⟪w, H x - (ρ : 𝕜) • x⟫_𝕜) :
    x - w ≠ 0 ∧ rayleigh H (x - w) < ρ := by
  have hb := energy_balance (w := w) hH hρ
  have hneg : expect H (x - w) - ρ * ‖x - w‖ ^ 2 < 0 := by linarith
  have hne : x - w ≠ 0 := by
    intro h0
    rw [h0] at hneg
    simp [expect] at hneg
  exact ⟨hne, (rayleigh_lt_iff hne).2 hneg⟩
```

**Q.** So what does the main theorem add?

**A.** It applies the condition `hK` to the actual correction $w=K^{-1}r$ and replaces $Kw$ by $r$. It also obtains $x\neq0$ from $r\neq0$.

```lean
/-- Main theorem: let `H` be symmetric, `x` a vector with Rayleigh quotient `ρ` and nonzero
residual, and `K` an invertible preconditioner with `⟨w, (H - ρ) w⟩ < 2 Re ⟨w, K w⟩` for all
nonzero `w`. Then `x - K⁻¹ r` is nonzero and has Rayleigh quotient strictly below `ρ`. -/
theorem pstep_descends (hH : H.IsSymmetric) (K : V ≃ₗ[𝕜] V)
    (hK : ∀ w : V, w ≠ 0 →
      expect H w - rayleigh H x * ‖w‖ ^ 2 < 2 * RCLike.re ⟪w, K w⟫_𝕜)
    (hr : residual H x ≠ 0) :
    pstep H K x ≠ 0 ∧ rayleigh H (pstep H K x) < rayleigh H x := by
  have hx : x ≠ 0 := by
    rintro rfl
    exact hr (by simp [residual])
  -- use the hypothesis on the actual correction `w = K⁻¹ r`
  have h := hK (K.symm (residual H x)) (by simpa using hr)
  rw [K.apply_symm_apply] at h
  exact correction_descends hH (expect_eq hx) h
```

**Q.** Is the factor 2 an artefact of the estimate?

**A.** No, because the balance is an identity. For a nonzero update, the quotient falls if and only if the inequality holds for the correction actually used. If the two sides are equal there, the quotient stays where it was. The proof rewrites the descent condition with the balance, replaces $Kw$ by $r$ in the inequality, and compares the two.

```lean
/-- Sharpness of the factor 2: for symmetric `H`, invertible `K` and the correction `w` solving
`K w = r`, a nonzero update `x - w` lowers the Rayleigh quotient `ρ` of `x` if and only if
`⟨w, (H - ρ) w⟩ < 2 Re ⟨w, K w⟩`. -/
theorem descends_iff (hH : H.IsSymmetric) (K : V ≃ₗ[𝕜] V) (hw : K w = residual H x)
    (hne : x - w ≠ 0) :
    rayleigh H (x - w) < rayleigh H x ↔
      expect H w - rayleigh H x * ‖w‖ ^ 2 < 2 * RCLike.re ⟪w, K w⟫_𝕜 := by
  have hx : x ≠ 0 := by
    rintro rfl
    have h0 : K w = 0 := by rw [hw]; simp [residual]
    have hw0 : w = 0 := K.injective (by rw [h0, map_zero])
    exact hne (by simp [hw0])
  rw [rayleigh_lt_iff hne, energy_balance hH (expect_eq hx), hw, residual]
  constructor <;> intro h <;> linarith
```

**Q.** I was taught that a preconditioner should be positive definite. Where did that go?

**A.** The main theorem asks only for invertibility and the inequality. In finite dimension positive definiteness supplies the invertibility: if $Kv=0$ with $v\neq0$, then $0<\mathrm{Re}\langle v,Kv\rangle=0$, which is absurd. Hence $K$ is injective, and so bijective.

```lean
/-- On a finite-dimensional space every positive definite operator is invertible. -/
theorem posDef_invertible [FiniteDimensional 𝕜 V] (K : V →ₗ[𝕜] V)
    (hK : ∀ v : V, v ≠ 0 → 0 < RCLike.re ⟪v, K v⟫_𝕜) :
    ∃ e : V ≃ₗ[𝕜] V, ∀ v, e v = K v := by
  have hinj : Function.Injective K := (injective_iff_map_eq_zero K).2 fun v hv => by
    by_contra h
    have h' := hK v h
    simp [hv] at h'
  exact ⟨LinearEquiv.ofInjectiveEndo K hinj, fun _ => rfl⟩
```

**Q.** What if I have no preconditioner, only a step length $\tau>0$?

**A.** Then $w=\tau r$. Suppose $E(v)\le M\|v\|^2$ for all $v$, so that $M$ is an upper bound on the spectrum, and $\tau(M-\rho)<2$. Then

$$E(w)-\rho\|w\|^2\le\tau^2(M-\rho)\|r\|^2<2\tau\|r\|^2=2\,\mathrm{Re}\langle w,r\rangle,$$

and `correction_descends` finishes. In the code, `hn` and `hi` evaluate the norm and the inner product, `hm` multiplies the step-length condition by $\tau\|r\|^2$, and `nlinarith` combines them.

```lean
/-- Plain gradient step: if the symmetric operator `H` is bounded above by `M`, the residual `r`
of `x` is nonzero, and the step length `τ > 0` obeys `τ (M - ρ) < 2`, then `x - τ r` is nonzero
and has Rayleigh quotient strictly below that of `x`. -/
theorem gradient_step_descends (hH : H.IsSymmetric) {M τ : ℝ}
    (hM : ∀ v, expect H v ≤ M * ‖v‖ ^ 2) (hτ : 0 < τ) (hτM : τ * (M - rayleigh H x) < 2)
    (hr : residual H x ≠ 0) :
    x - (τ : 𝕜) • residual H x ≠ 0 ∧
      rayleigh H (x - (τ : 𝕜) • residual H x) < rayleigh H x := by
  have hx : x ≠ 0 := by
    rintro rfl
    exact hr (by simp [residual])
  have hn : ‖(τ : 𝕜) • residual H x‖ = τ * ‖residual H x‖ := by
    rw [norm_smul, RCLike.norm_ofReal, abs_of_pos hτ]
  have hi : RCLike.re ⟪(τ : 𝕜) • residual H x, residual H x⟫_𝕜 = τ * ‖residual H x‖ ^ 2 := by
    rw [inner_smul_left, RCLike.conj_ofReal, RCLike.re_ofReal_mul, inner_self_eq_norm_sq]
  have hpos : 0 < τ * ‖residual H x‖ ^ 2 := mul_pos hτ (pow_pos (norm_pos_iff.mpr hr) 2)
  have hb := hM ((τ : 𝕜) • residual H x)
  have hm := mul_lt_mul_of_pos_right hτM hpos
  have h : expect H ((τ : 𝕜) • residual H x) - rayleigh H x * ‖(τ : 𝕜) • residual H x‖ ^ 2 <
      2 * RCLike.re ⟪(τ : 𝕜) • residual H x, residual H x⟫_𝕜 := by
    rw [hi]
    rw [hn] at hb ⊢
    nlinarith
  exact correction_descends hH (expect_eq hx) h
```

**Q.** One step is not a calculation. Does $K$ have to change as $\rho$ falls?

**A.** Not if the inequality holds with a lower bound $\mu$ of $H$ in place of $\rho$. Every nonzero $y$ has quotient $\rho(y)\ge\mu$, so

$$E(w)-\rho(y)\|w\|^2\le E(w)-\mu\|w\|^2<2\,\mathrm{Re}\langle w,Kw\rangle.$$

If the residual of $y$ is zero, the step leaves $y$ alone; otherwise the main theorem applies. This is `key` in the proof. Induction keeps all iterates nonzero, and a non-increasing sequence bounded below converges. The notation `(pstep H K)^[k] x` means $k$ updates, each with its own $\rho$ and residual.

```lean
/-- Iteration: let the symmetric operator `H` be bounded below by `μ`, and let the invertible `K`
satisfy `⟨w, (H - μ) w⟩ < 2 Re ⟨w, K w⟩` for all nonzero `w`. From any nonzero start the iterates
stay nonzero, and their Rayleigh quotients never increase and converge to a limit `L ≥ μ`. -/
theorem iteration_converges (hH : H.IsSymmetric) (K : V ≃ₗ[𝕜] V) {μ : ℝ}
    (hμ : ∀ v, μ * ‖v‖ ^ 2 ≤ expect H v)
    (hK : ∀ w : V, w ≠ 0 → expect H w - μ * ‖w‖ ^ 2 < 2 * RCLike.re ⟪w, K w⟫_𝕜)
    (hx : x ≠ 0) :
    (∀ k : ℕ, (pstep H K)^[k] x ≠ 0) ∧
      Antitone (fun k : ℕ => rayleigh H ((pstep H K)^[k] x)) ∧
      ∃ L, μ ≤ L ∧ Tendsto (fun k : ℕ => rayleigh H ((pstep H K)^[k] x)) atTop (nhds L) := by
  have hlow : ∀ y : V, y ≠ 0 → μ ≤ rayleigh H y := fun y hy => by
    rw [rayleigh, le_div_iff₀ (pow_pos (norm_pos_iff.mpr hy) 2)]
    exact hμ y
  -- one step: either the residual vanishes and nothing moves, or the main theorem applies
  have key : ∀ y : V, y ≠ 0 →
      pstep H K y ≠ 0 ∧ rayleigh H (pstep H K y) ≤ rayleigh H y := fun y hy => by
    by_cases hr : residual H y = 0
    · have hfix : pstep H K y = y := by simp [pstep, hr]
      rw [hfix]
      exact ⟨hy, le_rfl⟩
    · have h := pstep_descends hH K (fun w hw => by
        have h1 := mul_le_mul_of_nonneg_right (hlow y hy) (sq_nonneg ‖w‖)
        linarith [hK w hw]) hr
      exact ⟨h.1, h.2.le⟩
  have hne : ∀ k : ℕ, (pstep H K)^[k] x ≠ 0 := fun k => by
    induction k with
    | zero => simpa using hx
    | succ k ih =>
      rw [Function.iterate_succ_apply']
      exact (key _ ih).1
  have hanti : Antitone (fun k : ℕ => rayleigh H ((pstep H K)^[k] x)) := by
    apply antitone_nat_of_succ_le
    intro k
    simp only [Function.iterate_succ_apply']
    exact (key _ (hne k)).2
  -- a non-increasing sequence bounded below converges to its infimum
  refine ⟨hne, hanti, _, le_ciInf fun k => hlow _ (hne k), tendsto_atTop_ciInf hanti ⟨μ, ?_⟩⟩
  rintro _ ⟨k, rfl⟩
  exact hlow _ (hne k)

end

end PreconditionedGradient
```

**Q.** Converges to the ground-state energy?

**A.** The theorem says only that the quotients converge to some $L\ge\mu$. If you start in an excited eigenstate, the residual is zero and you stay there. Nor is there a rate, or a statement that the vectors converge.

**Q.** Then what may I use it for in electronic structure?

**A.** For choosing a preconditioner that makes each unconverged step lower the energy, in a single-vector eigensolver with a fixed linear $H$ and exact application of $K^{-1}$. It does not treat the block and subspace minimisation of LOBPCG, rounding errors, or a Hamiltonian that is updated self-consistently between steps.

```lean
#print axioms PreconditionedGradient.pstep_descends
-- 'PreconditionedGradient.pstep_descends' depends on axioms: [propext, Classical.choice, Quot.sound]
#print axioms PreconditionedGradient.posDef_invertible
-- 'PreconditionedGradient.posDef_invertible' depends on axioms: [propext, Classical.choice, Quot.sound]
#print axioms PreconditionedGradient.gradient_step_descends
-- 'PreconditionedGradient.gradient_step_descends' depends on axioms: [propext, Classical.choice, Quot.sound]
#print axioms PreconditionedGradient.iteration_converges
-- 'PreconditionedGradient.iteration_converges' depends on axioms: [propext, Classical.choice, Quot.sound]
```
